# With the diagonal fixed and its first entry smallest, a growing real symmetric matrix can show a plateau of any length in its ground energy, then a drop of any size

I am raising the plane-wave cutoff at a fixed potential, and the lowest eigenvalue has stopped moving for many steps. I know it can only go down, and I know every diagonal element of the Hamiltonian, including those of the plane waves I have not added yet. Does a long enough plateau, together with that diagonal, limit how far the energy can still fall?

## Which scans a given diagonal allows

No, not if all you use is that the Hamiltonian is real symmetric with that diagonal. Let \(t_k\) be the diagonal elements and \(e_k\) the proposed ground energies, with \(k=0,1,2,\dots\), where cutoff \(k\) keeps the first \(k+1\) basis functions. A real symmetric matrix \(H\) with diagonal \(t\) and lowest eigenvalue \(e_k\) at every cutoff \(k\) exists exactly when

\[
e_0=t_0,\qquad e_{k+1}\le e_k,\qquad e_k\le t_k\quad\text{for all }k .
\]

If \(t_0\) is the smallest diagonal element, any allowed scan up to cutoff \(m\) can therefore be continued by \(L\) flat steps and then a drop of any size \(D\ge 0\).

The conditions are necessary by the variational principle. At \(k=0\) the matrix is the number \(t_0\). The old ground state, padded with a zero, is a trial vector at the next cutoff, so \(e_{k+1}\le e_k\). The newest basis function alone is a trial vector with energy \(t_k\), so \(e_k\le t_k\).

## Adding one basis function with a chosen energy

For the converse, start from the vector \((1)\) at \(k=0\). Suppose the block \(H_k\) at cutoff \(k\) has normalised ground state \(v\) with energy \(e_k\), and write \(E'=e_{k+1}\). Both \(e_k-E'\) and \(t_{k+1}-E'\) are non-negative. Call their sum \(g\) and choose \(c,s\ge 0\) with \(c^2+s^2=1\) and

\[
e_k-E'=g s^2,\qquad t_{k+1}-E'=g c^2 .
\]

If \(g=0\), take \(c=1\), \(s=0\). Now couple the new function to the old ones through the column \(-gcs\,v\). The vector \((cv,s)\) has norm 1 and is an eigenvector at \(E'\), as the old rows and the new row show:

\[
c\,e_k v-gcs^2v=c(e_k-gs^2)v=E'cv,
\]
\[
-gc^2s\,(v\cdot v)+(E'+gc^2)s=E's .
\]

Nothing lies lower. For any \(x=(y,z)\), put \(p=v\cdot y\). Since \(y\cdot H_ky\ge e_k|y|^2\) and \(p^2\le|y|^2\) by Cauchy–Schwarz,

\[
x\cdot H_{k+1}x-E'|x|^2\ \ge\ gs^2|y|^2-2gcs\,pz+gc^2z^2\ \ge\ g(sp-cz)^2\ \ge\ 0 .
\]

Repeating the step builds the whole matrix. For the plateau, use \(e_k\) up to \(m\), then \(e_m\) up to \(m+L\), then \(e_m-D\). These values never rise, and they never exceed \(e_0=t_0\le t_k\).

The smallest case has two functions. With \(e_1=t_0-D\), the off-diagonal element is \(-\sqrt{D\,(t_1-t_0+D)}\). At \(D=0\) it vanishes: in this construction, a flat step adds a function that is uncoupled from all earlier ones.

## What this looks like in a cutoff scan

At one Bloch wave vector, with a fixed local potential, the plane waves are ordered by kinetic energy. The diagonal is that kinetic energy plus the average potential, so \(t_0\) is the smallest entry. The matrix is real if the potential is even about the origin; otherwise it is complex Hermitian. The three conditions are the same for Hermitian matrices: the trial-vector argument still holds, and the real matrix built above is itself Hermitian. Raising the cutoff appends rows and columns, usually several at once, and the lowest eigenvalue is computed again.

Take the diagonal \((0,1,2,3)\), with \(-2\) between the first and last functions as the only coupling. The successive ground energies are \(0,0,0,-1\). The first three calculations contain no trace of the element that causes the drop.

For convergence tests this means that, in a model with a fixed matrix and otherwise free couplings, a plateau and the diagonal do not bound the remaining error. A local potential restricts the couplings further, since its matrix elements depend only on the difference of two wave vectors. That structure is not imposed here, so the matrix found need not come from such a potential. Self-consistency is absent too.

## Reading the Lean statements

`H : Matrix ℕ ℕ ℝ` holds all matrix elements in an orthonormal basis, and `block H k` is the truncation to \(k+1\) functions. Only these finite blocks are diagonalised; no operator on an infinite-dimensional space is involved.

`IsGroundState A E v` says that \(v\) is normalised, that \(Av=Ev\), and that \(E|x|^2\le x\cdot Ax\) for every \(x\). `IsGroundEnergy A E` says that such a \(v\) exists, and `IsGroundEnergy.isLeast` confirms that \(E\) is then the least eigenvalue.

`scan_iff` is the equivalence above, with `Antitone e` for "never increases". In `plateau_then_drop`, `ht` says that \(t_0\) is the smallest diagonal element. The sequence `e` is given for all \(k\), but the conclusion uses only its values up to `m`.

```lean
import Mathlib

open Matrix

namespace CutoffPlateau

/-- The Hamiltonian matrix truncated to its first `k + 1` basis functions. -/
def block (H : Matrix ℕ ℕ ℝ) (k : ℕ) : Matrix (Fin (k + 1)) (Fin (k + 1)) ℝ :=
  Matrix.of fun i j => H i j

/-- `v` is a normalised eigenvector of `A` with eigenvalue `E`, and `E` bounds the energy
form of `A` from below. -/
def IsGroundState {n : Type*} [Fintype n] (A : Matrix n n ℝ) (E : ℝ) (v : n → ℝ) : Prop :=
  v ⬝ᵥ v = 1 ∧ A *ᵥ v = E • v ∧ ∀ x : n → ℝ, E * (x ⬝ᵥ x) ≤ x ⬝ᵥ A *ᵥ x

/-- `E` is the energy of some ground state of `A`. -/
def IsGroundEnergy {n : Type*} [Fintype n] (A : Matrix n n ℝ) (E : ℝ) : Prop :=
  ∃ v, IsGroundState A E v

/-- A ground energy is the least eigenvalue. -/
theorem IsGroundEnergy.isLeast {n : Type*} [Fintype n] {A : Matrix n n ℝ} {E : ℝ}
    (h : IsGroundEnergy A E) : IsLeast {μ : ℝ | ∃ w, w ≠ 0 ∧ A *ᵥ w = μ • w} E := by
  obtain ⟨v, hv, hA, hR⟩ := h
  refine ⟨⟨v, by rintro rfl; simp at hv, hA⟩, ?_⟩
  rintro μ ⟨w, hw, hμ⟩
  have h := hR w
  rw [hμ, dotProduct_smul, smul_eq_mul] at h
  have hpos : 0 < w ⬝ᵥ w := lt_of_le_of_ne
    (Finset.sum_nonneg fun i _ => mul_self_nonneg (w i))
    (Ne.symm (mt dotProduct_self_eq_zero.1 hw))
  exact le_of_mul_le_mul_right h hpos

/-- With a single basis function the Hamiltonian multiplies by its diagonal element. -/
theorem block_zero_mulVec (H : Matrix ℕ ℕ ℝ) (x : Fin (0 + 1) → ℝ) :
    block H 0 *ᵥ x = H 0 0 • x := by
  funext i
  obtain rfl : i = 0 := Fin.ext (Nat.lt_one_iff.1 i.isLt)
  exact Fin.sum_univ_one (fun j : Fin 1 => H 0 j * x j)

/-- For a symmetric Hamiltonian, the squared norm and the energy form of a vector split into
the old part `y`, the amplitude `z` of the new basis function, and their coupling. -/
theorem border_split {H : Matrix ℕ ℕ ℝ} (hH : H.IsSymm) {k : ℕ} (x : Fin (k + 1 + 1) → ℝ)
    (y : Fin (k + 1) → ℝ) (z : ℝ) (hy : ∀ i, x (Fin.castSucc i) = y i)
    (hz : x (Fin.last (k + 1)) = z) :
    x ⬝ᵥ x = y ⬝ᵥ y + z ^ 2 ∧
    x ⬝ᵥ block H (k + 1) *ᵥ x = y ⬝ᵥ block H k *ᵥ y
      + 2 * z * ((fun i : Fin (k + 1) => H i (k + 1)) ⬝ᵥ y) + H (k + 1) (k + 1) * z ^ 2 := by
  have hc : ∀ i : Fin (k + 1), ((Fin.castSucc i : Fin (k + 1 + 1)) : ℕ) = i := fun _ => rfl
  have hl : ((Fin.last (k + 1) : Fin (k + 1 + 1)) : ℕ) = k + 1 := rfl
  have hs : ∑ j : Fin (k + 1), H (k + 1) j * y j = ∑ j : Fin (k + 1), H j (k + 1) * y j :=
    Finset.sum_congr rfl fun j _ => by rw [hH.apply]
  have h2 : ∑ i : Fin (k + 1), y i * (H i (k + 1) * z)
      = z * ∑ i : Fin (k + 1), H i (k + 1) * y i := by
    rw [Finset.mul_sum]
    exact Finset.sum_congr rfl fun i _ => by ring
  constructor
  · simp only [dotProduct, Fin.sum_univ_castSucc (n := k + 1), hy, hz]
    ring
  · simp only [dotProduct, Matrix.mulVec, block, Matrix.of_apply,
      Fin.sum_univ_castSucc (n := k + 1), hc, hl, hy, hz, mul_add, Finset.sum_add_distrib]
    linear_combination z * hs + h2

/-- Let `H` be symmetric. If a new basis function couples to the old ground state `v` alone, with
strength `-g c s`, and the old energy and new diagonal element lie `g s²` and `g c²` above `E'`,
where `g ≥ 0` and `c² + s² = 1`, then `(c v, s)` is a ground state of energy `E'`. -/
theorem IsGroundState.border {H : Matrix ℕ ℕ ℝ} (hH : H.IsSymm) {k : ℕ}
    {v : Fin (k + 1) → ℝ} {w : Fin (k + 1 + 1) → ℝ} {E E' g c s : ℝ}
    (h : IsGroundState (block H k) E v) (hg : 0 ≤ g) (hcs : c ^ 2 + s ^ 2 = 1)
    (hs : E = E' + g * s ^ 2) (hd : H (k + 1) (k + 1) = E' + g * c ^ 2)
    (hb : ∀ i : Fin (k + 1), H i (k + 1) = -(g * c * s) * v i)
    (hw : ∀ i, w (Fin.castSucc i) = c * v i) (hl : w (Fin.last (k + 1)) = s) :
    IsGroundState (block H (k + 1)) E' w := by
  obtain ⟨hv, hE, hR⟩ := h
  have hvv : ∑ i, v i * v i = 1 := hv
  have row : ∀ a : Fin (k + 1 + 1), (block H (k + 1) *ᵥ w) a
      = ∑ j : Fin (k + 1), H a j * w (Fin.castSucc j) + H a (k + 1) * w (Fin.last (k + 1)) := by
    intro a
    simp only [Matrix.mulVec, dotProduct, Fin.sum_univ_castSucc]
    rfl
  refine ⟨?_, ?_, fun x => ?_⟩
  · have h1 : ∑ i, c * v i * (c * v i) = c ^ 2 * ∑ i, v i * v i := by
      rw [Finset.mul_sum]
      exact Finset.sum_congr rfl fun i _ => by ring
    simp only [dotProduct, Fin.sum_univ_castSucc (n := k + 1), hw, hl]
    rw [h1, hvv]
    linarith
  · -- the eigenvalue equation, first in the new row and then in the old ones
    funext a
    refine Fin.lastCases ?_ (fun i => ?_) a
    · have h1 : ∑ j : Fin (k + 1), H (k + 1) j * w (Fin.castSucc j)
          = -(g * c * s) * c * ∑ j, v j * v j := by
        rw [Finset.mul_sum]
        exact Finset.sum_congr rfl fun j _ => by rw [← hH.apply, hb, hw]; ring
      refine (row (Fin.last (k + 1))).trans ?_
      change ∑ j : Fin (k + 1), H (k + 1) j * w (Fin.castSucc j)
        + H (k + 1) (k + 1) * w (Fin.last (k + 1)) = E' * w (Fin.last (k + 1))
      rw [h1, hvv, hd, hl]
      ring
    · have hEi : ∑ j : Fin (k + 1), H i j * v j = E * v i := congrFun hE i
      have h1 : ∑ j : Fin (k + 1), H i j * w (Fin.castSucc j) = c * (E * v i) := by
        rw [← hEi, Finset.mul_sum]
        exact Finset.sum_congr rfl fun j _ => by rw [hw]; ring
      refine (row (Fin.castSucc i)).trans ?_
      change ∑ j : Fin (k + 1), H i j * w (Fin.castSucc j)
        + H i (k + 1) * w (Fin.last (k + 1)) = E' * w (Fin.castSucc i)
      rw [h1, hb, hl, hw, hs]
      ring
  · -- the variational bound, by Cauchy-Schwarz and a completed square
    obtain ⟨y, hy⟩ : ∃ y : Fin (k + 1) → ℝ, ∀ i, x (Fin.castSucc i) = y i :=
      ⟨fun i => x (Fin.castSucc i), fun _ => rfl⟩
    obtain ⟨hn, hq⟩ := border_split hH x y _ hy rfl
    have hp : (fun i : Fin (k + 1) => H i (k + 1)) ⬝ᵥ y = -(g * c * s) * (v ⬝ᵥ y) := by
      simp only [dotProduct, hb, Finset.mul_sum]
      exact Finset.sum_congr rfl fun i _ => by ring
    have hc := Finset.sum_mul_sq_le_sq_mul_sq Finset.univ v y
    have h1 : ∑ i, v i ^ 2 = 1 := (Finset.sum_congr rfl fun i _ => sq (v i)).trans hvv
    have h2 : ∑ i, y i ^ 2 = y ⬝ᵥ y := Finset.sum_congr rfl fun i _ => sq (y i)
    rw [h1, h2, one_mul] at hc
    change (v ⬝ᵥ y) ^ 2 ≤ y ⬝ᵥ y at hc
    have hRy := hR y
    rw [hs] at hRy
    rw [hn, hq, hp, hd]
    nlinarith [mul_le_mul_of_nonneg_left hc (mul_nonneg hg (sq_nonneg s)),
      mul_nonneg hg (sq_nonneg (s * (v ⬝ᵥ y) - c * x (Fin.last (k + 1))))]

/-- Two non-negative energies are the shares `g s²` and `g c²` of one `g ≥ 0`, with
`c² + s² = 1`. -/
theorem exists_mixing {a d : ℝ} (ha : 0 ≤ a) (hd : 0 ≤ d) :
    ∃ g c s : ℝ, 0 ≤ g ∧ c ^ 2 + s ^ 2 = 1 ∧ a = g * s ^ 2 ∧ d = g * c ^ 2 := by
  have hg : 0 ≤ a + d := add_nonneg ha hd
  rcases eq_or_ne (a + d) 0 with h | h
  · exact ⟨0, 1, 0, le_rfl, by norm_num, by linarith, by linarith⟩
  · refine ⟨a + d, √(d / (a + d)), √(a / (a + d)), hg, ?_, ?_, ?_⟩
    · rw [Real.sq_sqrt (div_nonneg hd hg), Real.sq_sqrt (div_nonneg ha hg), ← add_div,
        add_comm d a, div_self h]
    · rw [Real.sq_sqrt (div_nonneg ha hg), mul_div_cancel₀ _ h]
    · rw [Real.sq_sqrt (div_nonneg hd hg), mul_div_cancel₀ _ h]

/-- Amplitudes built up by mixing: step `k` scales the old vector by `c k` and gives the new
basis function the amplitude `s k`. -/
def groundVec (c s : ℕ → ℝ) : ℕ → ℕ → ℝ
  | 0, i => if i = 0 then 1 else 0
  | k + 1, i => if i = k + 1 then s k else c k * groundVec c s k i

/-- The matrix with diagonal `t` in which basis function `k + 1` couples to the earlier ones through
`-(g k * c k * s k)` times the vector `groundVec c s k`. -/
def scanMatrix (t g c s : ℕ → ℝ) : Matrix ℕ ℕ ℝ :=
  Matrix.of fun i j => if i = j then t i else
    -(g (max i j - 1) * c (max i j - 1) * s (max i j - 1)
      * groundVec c s (max i j - 1) (min i j))

/-- A real symmetric Hamiltonian with diagonal `t` and ground energy `e k` at every cutoff `k`
exists exactly when `e` starts at `t 0`, never increases, and never exceeds `t`. -/
theorem scan_iff {e t : ℕ → ℝ} :
    (∃ H : Matrix ℕ ℕ ℝ, H.IsSymm ∧ (∀ k, H k k = t k) ∧
      ∀ k, IsGroundEnergy (block H k) (e k)) ↔
    e 0 = t 0 ∧ Antitone e ∧ ∀ k, e k ≤ t k := by
  constructor
  · rintro ⟨H, hH, hd, hE⟩
    refine ⟨?_, antitone_nat_of_succ_le fun k => ?_, fun k => ?_⟩
    · obtain ⟨v, hv, hA, -⟩ := hE 0
      have h := congrArg (fun u => v ⬝ᵥ u) ((block_zero_mulVec H v).symm.trans hA)
      simp only [dotProduct_smul, hv, smul_eq_mul, mul_one, hd] at h
      exact h.symm
    · -- the old ground state is a trial vector at the next cutoff
      obtain ⟨v, hv, hA, -⟩ := hE k
      obtain ⟨-, -, -, hR⟩ := hE (k + 1)
      obtain ⟨hn, hq⟩ := border_split hH (Fin.snoc (α := fun _ => ℝ) v 0) v 0
        (by simp) (by simp)
      have h := hR (Fin.snoc (α := fun _ => ℝ) v 0)
      rw [hn, hq, hA, dotProduct_smul, hv] at h
      simpa using h
    · -- so is the newest basis function
      obtain ⟨-, -, -, hR⟩ := hE k
      have h := hR (Pi.single (Fin.last k) 1)
      simpa [block, hd] using h
  · rintro ⟨h0, he, ht⟩
    have hmix : ∀ k, ∃ g c s : ℝ, 0 ≤ g ∧ c ^ 2 + s ^ 2 = 1 ∧
        e k - e (k + 1) = g * s ^ 2 ∧ t (k + 1) - e (k + 1) = g * c ^ 2 := fun k =>
      exists_mixing (sub_nonneg.2 (he (Nat.le_succ k))) (sub_nonneg.2 (ht (k + 1)))
    choose g c s hg hcs ha hd using hmix
    have hdiag : ∀ k, scanMatrix t g c s k k = t k := fun k => if_pos rfl
    have hsymm : (scanMatrix t g c s).IsSymm := by
      refine Matrix.IsSymm.ext fun i j => ?_
      rcases eq_or_ne i j with rfl | h
      · rfl
      · simp only [scanMatrix, Matrix.of_apply, if_neg h, if_neg h.symm, max_comm j i,
          min_comm j i]
    refine ⟨scanMatrix t g c s, hsymm, hdiag, fun k => ⟨fun i => groundVec c s k i, ?_⟩⟩
    induction k with
    | zero =>
      have hA : ∀ x, block (scanMatrix t g c s) 0 *ᵥ x = e 0 • x := fun x => by
        rw [block_zero_mulVec, hdiag, h0]
      exact ⟨by simp [dotProduct, groundVec], hA _, fun x =>
        le_of_eq (by rw [hA, dotProduct_smul, smul_eq_mul])⟩
    | succ k ih =>
      refine ih.border hsymm (hg k) (hcs k) (by linarith [ha k])
        (by rw [hdiag]; linarith [hd k]) (fun i => ?_) (fun i => if_neg i.isLt.ne) (if_pos rfl)
      simp only [scanMatrix, Matrix.of_apply, if_neg i.isLt.ne, max_eq_right i.isLt.le,
        min_eq_left i.isLt.le, Nat.add_sub_cancel]
      ring

/-- If `t 0` is the smallest diagonal element, any non-increasing scan starting at `t 0` can be
followed up to cutoff `m`, then stay flat for `L` steps, then drop by any `D ≥ 0`, for some real
symmetric Hamiltonian with diagonal `t`. -/
theorem plateau_then_drop {e t : ℕ → ℝ} (h0 : e 0 = t 0) (he : Antitone e)
    (ht : ∀ k, t 0 ≤ t k) (m L : ℕ) {D : ℝ} (hD : 0 ≤ D) :
    ∃ H : Matrix ℕ ℕ ℝ, H.IsSymm ∧ (∀ k, H k k = t k) ∧
      (∀ k, k ≤ m → IsGroundEnergy (block H k) (e k)) ∧
      (∀ k, m ≤ k → k ≤ m + L → IsGroundEnergy (block H k) (e m)) ∧
      IsGroundEnergy (block H (m + L + 1)) (e m - D) := by
  obtain ⟨H, hH, hd, hE⟩ := (scan_iff
    (e := fun k => if k ≤ m + L then e (min k m) else e m - D) (t := t)).2 ⟨by simp [h0], by
      intro a b hab
      have hm := he (min_le_right a m)
      change (if b ≤ m + L then e (min b m) else e m - D) ≤
        (if a ≤ m + L then e (min a m) else e m - D)
      split_ifs with hb ha ha
      · exact he (min_le_min_right m hab)
      · exact absurd (hab.trans hb) ha
      · linarith
      · exact le_rfl, by
      intro k
      have h1 := he (Nat.zero_le (min k m))
      have h2 := he (Nat.zero_le m)
      have h3 := ht k
      change (if k ≤ m + L then e (min k m) else e m - D) ≤ t k
      split_ifs <;> linarith⟩
  refine ⟨H, hH, hd, fun k hk => ?_, fun k hk hk' => ?_, ?_⟩
  · simpa only [if_pos (show k ≤ m + L by omega), min_eq_left hk] using hE k
  · simpa only [if_pos hk', min_eq_right hk] using hE k
  · simpa only [if_neg (show ¬ m + L + 1 ≤ m + L by omega)] using hE (m + L + 1)

end CutoffPlateau
```

```lean
#print axioms CutoffPlateau.IsGroundEnergy.isLeast
#print axioms CutoffPlateau.plateau_then_drop
```

```
'CutoffPlateau.IsGroundEnergy.isLeast' depends on axioms: [propext, Classical.choice, Quot.sound]
'CutoffPlateau.plateau_then_drop' depends on axioms: [propext, Classical.choice, Quot.sound]
```

## From the algebra to the proof

`border_split` separates the norm and the energy form into the old part \(y\), the new amplitude \(z\) and their coupling. `exists_mixing` supplies \(g,c,s\).

`IsGroundState.border` is the one-function step. `Fin.lastCases` treats the new row and the old rows of the eigenvalue equation separately. The final `nlinarith` receives Cauchy–Schwarz multiplied by \(gs^2\), and the square \(g(sp-cz)^2\).

`groundVec` stores the ground-state amplitudes, and `scanMatrix` places the couplings symmetrically; the step from \(k\) to \(k+1\) uses `g k`, `c k` and `s k`. In `scan_iff`, the forward direction inserts the two trial vectors, and the reverse direction is an induction that applies `border` at each step. `plateau_then_drop` feeds the piecewise scan into `scan_iff` and checks its three conditions by cases.
